# Direct minus exchange: the two-electron Slater–Condon rule for exchange-symmetric kernels on a finite set

A: Let $X$ be a finite set, $a,b,c,d$ complex orbitals on it, and $V$ a two-electron kernel with $V(x,y,z,w)=V(y,x,w,z)$. Write $ab$ for the Hartree product $a(x)b(y)$. Then

$$\Big\langle \tfrac{ab-ba}{\sqrt2},\,V\,\tfrac{cd-dc}{\sqrt2}\Big\rangle=\langle ab,V\,cd\rangle-\langle ab,V\,dc\rangle .$$

Q: Electrons live in space and have spin. What is $X$?

A: Any finite set of one-particle labels: grid points, indices of an orthonormal basis, or pairs of a grid point and a spin value. If the labels carry no spin, the determinant below describes two electrons of the same spin. An orbital is a function `X → ℂ`. Continuous space, with its integrals and convergence questions, is not covered.

```lean
import Mathlib

open ComplexConjugate

namespace SlaterCondonTwoElectron

noncomputable section

variable {X : Type*} [Fintype X]
```

Q: And the states and the operator?

A: The product and the determinant are written as in a textbook.

```lean
/-- The Hartree product `a(x) b(y)` of two orbitals. -/
def pairProd (a b : X → ℂ) (x y : X) : ℂ := a x * b y

/-- The two-electron Slater determinant `(a(x) b(y) - b(x) a(y)) / √2`. -/
def slater (a b : X → ℂ) (x y : X) : ℂ :=
  (pairProd a b x y - pairProd b a x y) / ((√2 : ℝ) : ℂ)
```

The operator acts by $(Vg)(x,y)=\sum_{z,w}V(x,y,z,w)\,g(z,w)$, and the inner product conjugates its left argument:

$$\langle f,Vg\rangle=\sum_{x,y}\overline{f(x,y)}\sum_{z,w}V(x,y,z,w)\,g(z,w).$$

```lean
/-- The matrix element `⟨f, V g⟩` of a two-electron operator with kernel `V`. -/
def matrixElement (V : X → X → X → X → ℂ) (f g : X → X → ℂ) : ℂ :=
  ∑ x, ∑ y, conj (f x y) * ∑ z, ∑ w, V x y z w * g z w
```

Q: You never ask for orthonormal orbitals. Is `slater` then normalised?

A: Not in general. The factor $1/\sqrt2$ normalises it when $a$ and $b$ are orthonormal. The identity holds either way, but a diagonal element is an expectation value only for a normalised state.

Q: Show me the derivation by hand.

A: Multiplying out the two determinants gives, for any kernel,

$$\tfrac12\big[\langle ab,V\,cd\rangle-\langle ab,V\,dc\rangle-\langle ba,V\,cd\rangle+\langle ba,V\,dc\rangle\big].$$

In the last term, rename $x\leftrightarrow y$ and $z\leftrightarrow w$:

$$\langle ba,V\,dc\rangle=\sum_{x,y,z,w}\overline{a(x)b(y)}\,V(y,x,w,z)\,c(z)d(w)=\langle ab,V\,cd\rangle,$$

where the second equality is the symmetry of $V$. The same renaming gives $\langle ba,V\,cd\rangle=\langle ab,V\,dc\rangle$. The four terms pair up, and the factor $\tfrac12$ disappears.

Q: Where does the Lean proof do the renaming?

A: In two lemmas, one for the bra and one for the ket. Each swaps the order of a double sum with `Finset.sum_comm` and then compares the summands. Neither assumes any symmetry: the swap of orbitals simply moves into the arguments of the kernel.

```lean
/-- Exchanging the orbitals in the bra amounts to exchanging the first two arguments
of the kernel. -/
theorem bra_exchange (V : X → X → X → X → ℂ) (a b : X → ℂ) (g : X → X → ℂ) :
    matrixElement V (pairProd b a) g =
      matrixElement (fun x y z w => V y x z w) (pairProd a b) g := by
  unfold matrixElement
  refine Finset.sum_comm.trans ?_
  refine Finset.sum_congr rfl fun x _ => Finset.sum_congr rfl fun y _ => ?_
  simp only [pairProd, mul_comm (b y) (a x)]

/-- Exchanging the orbitals in the ket amounts to exchanging the last two arguments
of the kernel. -/
theorem ket_exchange (V : X → X → X → X → ℂ) (f : X → X → ℂ) (c d : X → ℂ) :
    matrixElement V f (pairProd d c) =
      matrixElement (fun x y z w => V x y w z) f (pairProd c d) := by
  unfold matrixElement
  refine Finset.sum_congr rfl fun x _ => Finset.sum_congr rfl fun y _ => ?_
  congr 1
  refine Finset.sum_comm.trans ?_
  refine Finset.sum_congr rfl fun z _ => Finset.sum_congr rfl fun w _ => ?_
  simp only [pairProd, mul_comm (d w) (c z)]
```

The expansion into four terms comes next. Its local fact `h` says that $\tfrac1{\sqrt2}\cdot\tfrac1{\sqrt2}=\tfrac12$; the rest compares the two sides summand by summand.

```lean
/-- For any kernel, the matrix element between two Slater determinants is half the signed
sum of four matrix elements between Hartree products. -/
theorem slater_expansion (V : X → X → X → X → ℂ) (a b c d : X → ℂ) :
    matrixElement V (slater a b) (slater c d) =
      (matrixElement V (pairProd a b) (pairProd c d)
        - matrixElement V (pairProd a b) (pairProd d c)
        - matrixElement V (pairProd b a) (pairProd c d)
        + matrixElement V (pairProd b a) (pairProd d c)) / 2 := by
  -- the two normalisation factors combine to one half
  have h : ((√2 : ℝ) : ℂ)⁻¹ * ((√2 : ℝ) : ℂ)⁻¹ = 1 / 2 := by
    rw [← mul_inv, ← Complex.ofReal_mul, Real.mul_self_sqrt (by norm_num)]
    norm_num
  unfold matrixElement
  simp only [Finset.mul_sum, ← Finset.sum_sub_distrib, ← Finset.sum_add_distrib,
    Finset.sum_div]
  refine Finset.sum_congr rfl fun x _ => Finset.sum_congr rfl fun y _ =>
    Finset.sum_congr rfl fun z _ => Finset.sum_congr rfl fun w _ => ?_
  simp only [slater, pairProd, map_div₀, map_sub, map_mul, Complex.conj_ofReal]
  linear_combination ((conj (a x) * conj (b y) - conj (b x) * conj (a y)) * V x y z w *
    (c z * d w - d z * c w)) * h
```

Q: Is exchange symmetry really needed, or just convenient?

A: It is sufficient, but if the kernel is not required to be Hermitian, it is more than necessary. The rule holds for all orbitals exactly when

$$V(x,y,z,w)-V(x,y,w,z)=V(y,x,w,z)-V(y,x,z,w)$$

for all arguments. For example, $V(x,y,z,w)=u(x,y)$ satisfies this even when $u(x,y)\ne u(y,x)$, because both sides vanish. Such a kernel is not Hermitian, so it is a mathematical example and not a physical interaction. For a Hermitian kernel the condition is equivalent to exchange symmetry: it says that $V$ maps antisymmetric functions to antisymmetric ones, and by Hermiticity $V$ then also maps symmetric functions to symmetric ones, so it commutes with the exchange. This last remark is not formalised here.

To see that the condition is necessary, take orbitals that are 1 at one point and 0 elsewhere. Matrix elements between their products are single kernel entries:

```lean
/-- Between Hartree products of orbitals localised on single points, the matrix element
is the corresponding entry of the kernel. -/
theorem localised_element [DecidableEq X] (V : X → X → X → X → ℂ) (x y z w : X) :
    matrixElement V (pairProd (Pi.single x 1) (Pi.single y 1))
      (pairProd (Pi.single z 1) (Pi.single w 1)) = V x y z w := by
  simp [matrixElement, pairProd, Pi.single_apply, apply_ite (starRingEnd ℂ)]
```

For orbitals localised at $x,y,z,w$, the rule therefore reads

$$\tfrac12\big[V(x,y,z,w)-V(x,y,w,z)-V(y,x,z,w)+V(y,x,w,z)\big]=V(x,y,z,w)-V(x,y,w,z),$$

and doubling and rearranging returns the condition. Conversely, the exchange lemmas give all four terms the common weight $\overline{a(x)b(y)}\,c(z)d(w)$. Multiplying the condition by this weight and summing yields

$$\langle ab,V\,cd\rangle-\langle ab,V\,dc\rangle=\langle ba,V\,dc\rangle-\langle ba,V\,cd\rangle,$$

which is `key` in the code. Inserted into the expansion, it gives the rule.

```lean
/-- The rule "direct minus exchange" holds for all orbitals exactly when the kernel,
antisymmetrised in its last two arguments, is unchanged by exchanging both electrons. -/
theorem slater_condon_iff (V : X → X → X → X → ℂ) :
    (∀ a b c d : X → ℂ, matrixElement V (slater a b) (slater c d) =
      matrixElement V (pairProd a b) (pairProd c d)
        - matrixElement V (pairProd a b) (pairProd d c)) ↔
    ∀ x y z w, V x y z w - V x y w z = V y x w z - V y x z w := by
  constructor
  · -- test the rule on orbitals localised on single points
    intro h x y z w
    classical
    have h1 := h (Pi.single x 1) (Pi.single y 1) (Pi.single z 1) (Pi.single w 1)
    rw [slater_expansion] at h1
    simp only [localised_element] at h1
    linear_combination (-2) * h1
  · intro hV a b c d
    -- bring all four terms to the same orbital weight
    have key : matrixElement V (pairProd a b) (pairProd c d)
        - matrixElement V (pairProd a b) (pairProd d c) =
        matrixElement V (pairProd b a) (pairProd d c)
        - matrixElement V (pairProd b a) (pairProd c d) := by
      have h1 := ket_exchange V (pairProd a b) c d
      have h2 := bra_exchange V a b (pairProd c d)
      have h3 := (bra_exchange V a b (pairProd d c)).trans (ket_exchange _ _ c d)
      rw [h1, h2, h3]
      unfold matrixElement
      simp only [Finset.mul_sum, ← Finset.sum_sub_distrib]
      refine Finset.sum_congr rfl fun x _ => Finset.sum_congr rfl fun y _ =>
        Finset.sum_congr rfl fun z _ => Finset.sum_congr rfl fun w _ => ?_
      linear_combination (conj (pairProd a b x y) * pairProd c d z w) * hV x y z w
    rw [slater_expansion]
    linear_combination (-1 / 2) * key
```

Q: Several steps end in `linear_combination`. What does it check?

A: You supply the multiples of known equations that should add up to the goal, and the tactic verifies by ring algebra that they do. In the necessity direction, `(-2) * h1` is the doubling and rearranging above, with the sign taken care of. In the other direction, the coefficient of `hV x y z w` is the orbital weight itself. The coefficient shows which multiple of the hypothesis is used, and the tactic checks the remaining algebra.

Q: Then the rule you began with is a corollary?

A: Yes. Subtract the symmetry equation at $(x,y,w,z)$ from the one at $(x,y,z,w)$, and the weaker condition appears. Physically, the symmetry hypothesis, called `hV` in the theorem below, says that the operator treats the two electrons alike: relabelling them changes nothing.

```lean
/-- Slater-Condon rule for two electrons: for a kernel symmetric under exchange of the
electrons, the matrix element between Slater determinants is the direct minus the
exchange matrix element. -/
theorem slater_condon (V : X → X → X → X → ℂ)
    (hV : ∀ x y z w, V x y z w = V y x w z) (a b c d : X → ℂ) :
    matrixElement V (slater a b) (slater c d) =
      matrixElement V (pairProd a b) (pairProd c d)
        - matrixElement V (pairProd a b) (pairProd d c) := by
  refine (slater_condon_iff V).mpr (fun x y z w => ?_) a b c d
  linear_combination hV x y z w - hV x y w z
```

Q: The Slater–Condon rules I know concern $N$ electrons, and sort determinants by how many orbitals differ.

A: This is the two-electron identity. The reduction of $N$-electron determinants to such terms, which uses orthonormal orbitals, is not proved here.

Q: Does an actual interaction satisfy the hypothesis?

A: A real pair potential with $v(x,y)=v(y,x)$ does. When $X$ consists of grid points, with or without spin, it acts by multiplication, so its kernel is $v(x,y)$ when $x=z$ and $y=w$, and zero otherwise. The sums over $z$ and $w$ then collapse to one term.

```lean
/-- The kernel of multiplication by a real pair potential `v(x,y)`. -/
def localKernel [DecidableEq X] (v : X → X → ℝ) (x y z w : X) : ℂ :=
  if x = z ∧ y = w then (v x y : ℂ) else 0

/-- The matrix element of a pair potential is a sum over the positions of the
two electrons. -/
theorem local_element [DecidableEq X] (v : X → X → ℝ) (f g : X → X → ℂ) :
    matrixElement (localKernel v) f g =
      ∑ x, ∑ y, conj (f x y) * ((v x y : ℂ) * g x y) := by
  unfold matrixElement
  refine Finset.sum_congr rfl fun x _ => Finset.sum_congr rfl fun y _ => ?_
  congr 1
  -- only the term z = x, w = y survives
  rw [Finset.sum_eq_single x, Finset.sum_eq_single y]
  · simp [localKernel]
  · intro w _ hw
    simp [localKernel, hw.symm]
  · simp
  · intro z _ hz
    exact Finset.sum_eq_zero fun w _ => by simp [localKernel, hz.symm]
  · simp
```

Now set $c=a$ and $d=b$. The direct summand is $\overline{a(x)b(y)}\,v(x,y)\,a(x)b(y)=v(x,y)|a(x)|^2|b(y)|^2$, and the exchange summand is $\overline{a(x)b(y)}\,v(x,y)\,b(x)a(y)$. Hence the diagonal element is

$$\sum_{x,y}v(x,y)|a(x)|^2|b(y)|^2-\sum_{x,y}v(x,y)\,\overline{a(x)}b(x)\,\overline{b(y)}a(y).$$

The proof checks the kernel's symmetry by cases, applies the rule, and matches these two sums. Since $v$ takes real values everywhere, a Coulomb potential on a grid needs a finite value at coincident points.

```lean
/-- For a symmetric pair potential, the diagonal matrix element in a Slater determinant is
the Coulomb sum over the two orbital densities minus the exchange sum. -/
theorem coulomb_minus_exchange [DecidableEq X] (v : X → X → ℝ)
    (hv : ∀ x y, v x y = v y x) (a b : X → ℂ) :
    matrixElement (localKernel v) (slater a b) (slater a b) =
      (∑ x, ∑ y, (v x y : ℂ) * (‖a x‖ : ℂ) ^ 2 * (‖b y‖ : ℂ) ^ 2)
        - ∑ x, ∑ y, (v x y : ℂ) * (conj (a x) * b x) * (conj (b y) * a y) := by
  have hs : ∀ x y z w, localKernel v x y z w = localKernel v y x w z := by
    intro x y z w
    by_cases h1 : x = z <;> by_cases h2 : y = w <;> simp [localKernel, h1, h2, hv z w]
  rw [slater_condon _ hs, local_element, local_element]
  congr 1
  · refine Finset.sum_congr rfl fun x _ => Finset.sum_congr rfl fun y _ => ?_
    rw [← Complex.conj_mul', ← Complex.conj_mul']
    simp only [pairProd, map_mul]
    ring
  · refine Finset.sum_congr rfl fun x _ => Finset.sum_congr rfl fun y _ => ?_
    simp only [pairProd, map_mul]
    ring

end

end SlaterCondonTwoElectron
```

```lean
#print axioms SlaterCondonTwoElectron.slater_condon
#print axioms SlaterCondonTwoElectron.coulomb_minus_exchange
```

```
'SlaterCondonTwoElectron.slater_condon' depends on axioms: [propext, Classical.choice, Quot.sound]
'SlaterCondonTwoElectron.coulomb_minus_exchange' depends on axioms: [propext, Classical.choice, Quot.sound]
```

Q: Where would I meet this in a calculation?

A: In a finite spin-orbital basis, the right-hand side is the antisymmetrised two-electron integral $\langle ab\|cd\rangle=\langle ab|cd\rangle-\langle ab|dc\rangle$ of configuration interaction and coupled cluster. If an array `g[p,q,r,s]` holds $\langle pq|rs\rangle$ with all four indices running over spin orbitals, NumPy forms it as `g - g.transpose(0,1,3,2)`. The symmetry hypothesis can be tested on the same array by comparing `g` with `g.transpose(1,0,3,2)`. If the integrals are stored in charge-density order instead, the same element is $(ac|bd)-(ad|bc)$.
